# For an evenly spread orbital and a summable kernel, chain length times curvature tends to the summed interaction

## An orbital on a chain

A chain has $L \ge 1$ sites, numbered $0, 1, \dots, L-1$. An orbital of level $\varepsilon$ holds $f$ electrons, spread evenly, so that each site carries the density $n_i = f/L$. Densities on sites $i$ and $j$ interact through a real kernel $K(|i-j|)$, which depends only on their distance. The energy is

$$E_L(f) = \varepsilon f + \frac12 \sum_{i,j=0}^{L-1} n_i n_j\, K(|i-j|).$$

The double sum runs over ordered pairs and includes $i=j$. The factor $1/2$ therefore counts each pair of different sites once and gives the on-site term the weight $K(0)/2$. The curvature is the kernel averaged over all ordered pairs,

$$C_L = \frac{1}{L^2}\sum_{i,j=0}^{L-1} K(|i-j|).$$

Two more symbols are needed. The shell sum $s_m$ collects the interaction of one site with itself and, twice over, with sites at the distances $1$ to $m$; $\kappa$ is its limit when the kernel is summable:

$$s_m = K(0) + 2\sum_{d=1}^{m} K(d), \qquad \kappa = K(0) + 2\sum_{d=1}^{\infty} K(d).$$

## What the kernel stands for

The exact ground-state energy is piecewise linear in the electron number, and optimal tuning of a hybrid functional tries to remove the curvature that an approximate functional shows between integers. Here $K$ stands for the self-interaction that such a functional leaves in the orbital, and it may have either sign.

Summability is a condition on its range. If exact exchange enters at full strength at long range, it cancels the classical self-repulsion of a single spin orbital there, and a short-ranged remainder is left. If only a fraction $a<1$ enters at all distances, a tail proportional to $(1-a)/d$ survives, which is not summable.

In this model of one frozen, evenly spread orbital, the curvature vanishes with growing length for every summable kernel, so a small curvature on a long chain does not show that the kernel itself is small.

## The limit and its consequences

The main theorem, `tendsto_mul_curvature`, says that for a summable kernel

$$L\,C_L \to \kappa \qquad (L\to\infty).$$

Four further theorems build on it:

- If $\kappa \neq 0$, then $C_L$ divided by $\kappa/L$ tends to $1$ (`curvature_leading_order`). This is the precise sense in which the curvature decays as $1/L$.
- If $K(d)\ge 0$ for all $d$, a constant $B$ with $C_L \le B/L$ for all $L\ge1$ exists exactly when $K$ is summable (`curvature_le_div_iff_summable`).
- For the softened Coulomb kernel $K(d) = 1/(d+1)$ there is no such constant (`coulomb_no_inverse_length_bound`).
- For $K(d) = U r^d$ with $|r|<1$, an exponentially screened interaction when $0<r<1$, the limit is $U(1+r)/(1-r)$ (`screened_limit`).

In the Lean file the kernel is a function `K : ℕ → ℝ`, and the distance is `Int.natAbs ((i : ℤ) - (j : ℤ))`, with the subtraction done in the integers because subtraction of natural numbers stops at zero. The index set `range L` is $0,\dots,L-1$. The functions `orbitalEnergy`, `curvature` and `shellSum` are $E_L$, $C_L$ and $s_m$. The hypothesis `Summable K` means that the series converges in every order of summation, which for real series is the same as absolute convergence. The sum over $d\ge1$ appears as `∑' d : ℕ, K (d + 1)`, with $d$ starting at zero. For the empty chain, Lean's convention $x/0=0$ makes the curvature zero.

The model has an open one-dimensional chain and a kernel that depends on neither $L$ nor $f$. The even spread is assumed and does not come from minimising an energy, and the orbital does not relax when $f$ changes. The limit comes without a rate of convergence.

## From the energy to a mean of shell sums

**The curvature is a second derivative.** Putting $n_i = f/L$ into the energy gives

$$E_L(f) = \varepsilon f + \frac12\,\frac{f^2}{L^2}\sum_{i,j} K(|i-j|) = \varepsilon f + \frac{C_L}{2} f^2 .$$

Hence $E_L'(f) = \varepsilon + C_L f$ and $E_L''(f) = C_L$.

**The chain grows site by site.** Let $S_L = \sum_{i,j<L} K(|i-j|)$, with $S_0=0$. Adding the site numbered $L$ adds its interaction with itself, $K(0)$, and its interaction with each old site $i$, counted twice. The distances $L-i$ run through $L, L-1, \dots, 1$. Therefore

$$S_{L+1} - S_L = K(0) + 2\sum_{d=1}^{L}K(d) = s_L, \qquad S_L = \sum_{m=0}^{L-1} s_m .$$

Dividing by $L$ gives

$$L\,C_L = \frac{S_L}{L} = \frac1L\sum_{m=0}^{L-1}s_m .$$

**The means converge.** For a summable kernel $s_m\to\kappa$. Given $\eta>0$, choose $N$ such that $|s_m-\kappa|<\eta/2$ for $m\ge N$. For $L > N$,

$$|L\,C_L-\kappa| \le \frac1L\sum_{m=0}^{N-1}|s_m-\kappa| + \frac{\eta}{2}.$$

The remaining sum does not depend on $L$, so the first term falls below $\eta/2$ for large $L$. This proves the limit. If $\kappa\ne0$, dividing by $\kappa$ gives $C_L/(\kappa/L) = L\,C_L/\kappa \to 1$.

## Which nonnegative kernels allow a bound

If $K$ is summable, $L\,C_L$ converges and is therefore bounded, which gives $B$.

Conversely, let $K\ge0$ and $C_L\le B/L$ for all $L\ge1$. Fix $m$, put $M=m+1$ and take a chain of $2M$ sites. The shell sums are nonnegative and do not decrease, so each of the last $M$ of them is at least $s_m$:

$$B \ge 2M\,C_{2M} = \frac{1}{2M}\sum_{k=0}^{2M-1}s_k \ge \frac{M s_m}{2M} = \frac{s_m}{2}.$$

Thus $K(0)+2\sum_{d=1}^m K(d)\le 2B$, and since $K(0)\ge0$, the partial sums $\sum_{d=1}^m K(d)$ are at most $B$. A series of nonnegative terms with bounded partial sums converges.

For $K(d)=1/(d+1)$ the series is harmonic, so no $B$ exists. The curvature still tends to zero, only more slowly than $1/L$: the shell sums grow like $2\ln m$, so $C_L$ behaves as $2\ln L/L$. This last remark is not part of the Lean file. For the screened kernel the geometric series gives

$$\kappa = U + 2U\,\frac{r}{1-r} = U\,\frac{1+r}{1-r}.$$

## A kernel whose summed interaction is zero

The condition $\kappa\neq0$ in the leading-order statement is needed. Take $K(0)=2$, $K(1)=-1$ and $K(d)=0$ for $d\ge2$. Then $s_0=2$ and $s_m=0$ for $m\ge1$, so $S_L=2$ and

$$C_L=\frac{2}{L^2}\qquad (L\ge1).$$

The kernel is summable and $L\,C_L\to0=\kappa$, as the main theorem says, but the curvature decays as $1/L^2$.

## The Lean file

```lean
import Mathlib

open Filter Topology Finset

namespace DelocalizedOrbitalCurvature

noncomputable section

/-- Pair interaction energy of a site density `n` on a chain of `L` sites with kernel `K`. -/
def interactionEnergy (K : ℕ → ℝ) (L : ℕ) (n : ℕ → ℝ) : ℝ :=
  1 / 2 * ∑ i ∈ range L, ∑ j ∈ range L, n i * n j * K (Int.natAbs ((i : ℤ) - (j : ℤ)))

/-- Energy at occupation `f` of an orbital of level `ε` spread evenly over `L` sites. -/
def orbitalEnergy (ε : ℝ) (K : ℕ → ℝ) (L : ℕ) (f : ℝ) : ℝ :=
  ε * f + interactionEnergy K L (fun _ => f / L)

/-- The kernel averaged over all ordered pairs of sites of the chain. -/
def curvature (K : ℕ → ℝ) (L : ℕ) : ℝ :=
  (∑ i ∈ range L, ∑ j ∈ range L, K (Int.natAbs ((i : ℤ) - (j : ℤ)))) / (L : ℝ) ^ 2

/-- The on-site kernel plus twice the kernel at the distances `1, ..., m`. -/
def shellSum (K : ℕ → ℝ) (m : ℕ) : ℝ :=
  K 0 + 2 * ∑ d ∈ range m, K (d + 1)

/-- The energy of the evenly spread orbital is quadratic in its occupation. -/
theorem orbitalEnergy_eq (ε : ℝ) (K : ℕ → ℝ) (L : ℕ) (f : ℝ) :
    orbitalEnergy ε K L f = ε * f + curvature K L / 2 * f ^ 2 := by
  unfold orbitalEnergy interactionEnergy curvature
  simp only [← Finset.mul_sum]
  ring

/-- The first derivative of the energy in the occupation is `ε + C_L f`, and the second
derivative is `C_L`. -/
theorem orbitalEnergy_derivatives (ε : ℝ) (K : ℕ → ℝ) (L : ℕ) (f : ℝ) :
    HasDerivAt (orbitalEnergy ε K L) (ε + curvature K L * f) f ∧
      HasDerivAt (deriv (orbitalEnergy ε K L)) (curvature K L) f := by
  have h : ∀ g, HasDerivAt (orbitalEnergy ε K L) (ε + curvature K L * g) g := by
    intro g
    have e : orbitalEnergy ε K L = fun x => ε * x + curvature K L / 2 * (x * x) := by
      funext x
      rw [orbitalEnergy_eq]
      ring
    rw [e]
    have h1 := ((hasDerivAt_id' g).const_mul ε).fun_add
      (((hasDerivAt_id' g).fun_mul (hasDerivAt_id' g)).const_mul (curvature K L / 2))
    exact h1.congr_deriv (by ring)
  have d : deriv (orbitalEnergy ε K L) = fun g => ε + curvature K L * g :=
    funext fun g => (h g).deriv
  refine ⟨h f, ?_⟩
  rw [d]
  exact (((hasDerivAt_id' f).const_mul (curvature K L)).const_add ε).congr_deriv (mul_one _)

/-- The sum of the kernel over all ordered pairs of sites is the sum of the first `L`
shell sums. -/
theorem pairSum_eq (K : ℕ → ℝ) (L : ℕ) :
    ∑ i ∈ range L, ∑ j ∈ range L, K (Int.natAbs ((i : ℤ) - (j : ℤ))) =
      ∑ m ∈ range L, shellSum K m := by
  induction L with
  | zero => simp
  | succ L ih =>
    -- the new site meets each old site twice, at the distances 1, ..., L
    have col : ∑ i ∈ range L, K (Int.natAbs ((i : ℤ) - (L : ℤ))) =
        ∑ d ∈ range L, K (d + 1) := by
      refine (Finset.sum_congr rfl ?_).trans
        (Finset.sum_range_reflect (fun d => K (d + 1)) L)
      intro i hi
      have hi' := Finset.mem_range.mp hi
      show K _ = K (L - 1 - i + 1)
      congr 1
      omega
    have row : ∑ j ∈ range L, K (Int.natAbs ((L : ℤ) - (j : ℤ))) =
        ∑ d ∈ range L, K (d + 1) := by
      rw [← col]
      refine Finset.sum_congr rfl fun j _ => ?_
      congr 1
      omega
    have diag : K (Int.natAbs ((L : ℤ) - (L : ℤ))) = K 0 := by simp
    have hs : shellSum K L = K 0 + 2 * ∑ d ∈ range L, K (d + 1) := rfl
    simp only [Finset.sum_range_succ, Finset.sum_add_distrib]
    linear_combination ih + col + row + diag - hs

/-- The curvature times the chain length is the arithmetic mean of the first `L` shell sums. -/
theorem mul_curvature (K : ℕ → ℝ) (L : ℕ) :
    (L : ℝ) * curvature K L = (L : ℝ)⁻¹ * ∑ m ∈ range L, shellSum K m := by
  unfold curvature
  rw [pairSum_eq]
  rcases Nat.eq_zero_or_pos L with rfl | h
  · simp
  · have hL : (L : ℝ) ≠ 0 := by positivity
    field_simp

/-- For an absolutely summable kernel, `L C_L` tends to `K(0) + 2 ∑_{d ≥ 1} K(d)`. -/
theorem tendsto_mul_curvature {K : ℕ → ℝ} (hK : Summable K) :
    Tendsto (fun L : ℕ => (L : ℝ) * curvature K L) atTop
      (𝓝 (K 0 + 2 * ∑' d : ℕ, K (d + 1))) := by
  have hs : Summable fun d => K (d + 1) := (summable_nat_add_iff 1).2 hK
  have h : Tendsto (shellSum K) atTop (𝓝 (K 0 + 2 * ∑' d : ℕ, K (d + 1))) :=
    (hs.hasSum.tendsto_sum_nat.const_mul 2).const_add (K 0)
  -- the means of a convergent sequence have the same limit
  simpa only [mul_curvature] using h.cesaro

/-- If the summed interaction `κ = K(0) + 2 ∑_{d ≥ 1} K(d)` is nonzero, the ratio of `C_L`
to `κ / L` tends to one. -/
theorem curvature_leading_order {K : ℕ → ℝ} (hK : Summable K)
    (hκ : K 0 + 2 * ∑' d : ℕ, K (d + 1) ≠ 0) :
    Tendsto (fun L : ℕ => curvature K L / ((K 0 + 2 * ∑' d : ℕ, K (d + 1)) / (L : ℝ)))
      atTop (𝓝 1) := by
  have h := (tendsto_mul_curvature hK).div_const (K 0 + 2 * ∑' d : ℕ, K (d + 1))
  rw [div_self hκ] at h
  refine h.congr fun L => ?_
  rw [div_div_eq_mul_div, mul_comm]

/-- For a nonnegative kernel, the curvature is bounded by a constant over the chain length
exactly when the kernel is summable. -/
theorem curvature_le_div_iff_summable {K : ℕ → ℝ} (hK : ∀ d, 0 ≤ K d) :
    (∃ B : ℝ, ∀ L : ℕ, 0 < L → curvature K L ≤ B / L) ↔ Summable K := by
  constructor
  · rintro ⟨B, hB⟩
    refine (summable_nat_add_iff 1).1
      (summable_of_sum_range_le (c := B) (fun d => hK (d + 1)) fun m => ?_)
    obtain ⟨M, hM⟩ : ∃ M, M = m + 1 := ⟨_, rfl⟩
    have hMpos : (0 : ℝ) < M := by
      rw [hM]
      positivity
    have hnon : ∀ k, 0 ≤ shellSum K k := by
      intro k
      have h0 : 0 ≤ ∑ d ∈ range k, K (d + 1) := Finset.sum_nonneg fun d _ => hK (d + 1)
      unfold shellSum
      linarith [hK 0]
    have hmono : ∀ k, shellSum K m ≤ shellSum K (M + k) := by
      intro k
      have h0 : ∑ d ∈ range m, K (d + 1) ≤ ∑ d ∈ range (M + k), K (d + 1) :=
        Finset.sum_le_sum_of_subset_of_nonneg
          (Finset.range_mono (by omega : m ≤ M + k)) fun d _ _ => hK (d + 1)
      unfold shellSum
      linarith
    -- in a chain of 2M sites the last M shell sums are all at least the m-th one
    have hlow := Finset.card_nsmul_le_sum (range M) (fun k => shellSum K (M + k))
      (shellSum K m) fun k _ => hmono k
    rw [Finset.card_range, nsmul_eq_mul] at hlow
    have hfirst : 0 ≤ ∑ k ∈ range M, shellSum K k := Finset.sum_nonneg fun k _ => hnon k
    have hpos : (0 : ℝ) < ((M + M : ℕ) : ℝ) := by
      rw [Nat.cast_add]
      linarith
    have h := hB (M + M) (by omega)
    rw [le_div_iff₀ hpos, mul_comm, mul_curvature, inv_mul_le_iff₀ hpos,
      Finset.sum_range_add, Nat.cast_add] at h
    have h2 : shellSum K m ≤ 2 * B :=
      le_of_mul_le_mul_left (by linarith : (M : ℝ) * shellSum K m ≤ M * (2 * B)) hMpos
    unfold shellSum at h2
    linarith [hK 0]
  · intro hs
    obtain ⟨B, hB⟩ := (tendsto_mul_curvature hs).bddAbove_range
    refine ⟨B, fun L hL => ?_⟩
    have h : (L : ℝ) * curvature K L ≤ B := hB ⟨L, rfl⟩
    rw [le_div_iff₀ (Nat.cast_pos.mpr hL)]
    linarith

/-- For the softened Coulomb kernel `1 / (d + 1)`, no constant over the chain length bounds
the curvature for all chains. -/
theorem coulomb_no_inverse_length_bound :
    ¬ ∃ B : ℝ, ∀ L : ℕ, 0 < L → curvature (fun d => 1 / ((d : ℝ) + 1)) L ≤ B / L := by
  rw [curvature_le_div_iff_summable (fun d => by positivity)]
  intro h
  apply Real.not_summable_one_div_natCast
  apply (summable_nat_add_iff 1).1
  simpa only [Nat.cast_add, Nat.cast_one] using h

/-- For the exponentially screened kernel `U r^d` with `|r| < 1`, `L C_L` tends to
`U (1 + r) / (1 - r)`. -/
theorem screened_limit (U : ℝ) {r : ℝ} (hr : |r| < 1) :
    Tendsto (fun L : ℕ => (L : ℝ) * curvature (fun d => U * r ^ d) L) atTop
      (𝓝 (U * (1 + r) / (1 - r))) := by
  have hne : 1 - r ≠ 0 := by linarith [(abs_lt.mp hr).2] |> fun h : 0 < 1 - r => h.ne'
  have e : ∑' d : ℕ, U * r ^ (d + 1) = U * r * (1 - r)⁻¹ := by
    rw [← tsum_geometric_of_abs_lt_one hr, ← tsum_mul_left]
    exact tsum_congr fun d => by ring
  have e2 : U * (1 + r) / (1 - r) = U * r ^ 0 + 2 * ∑' d : ℕ, U * r ^ (d + 1) := by
    rw [e, div_eq_iff hne]
    have hi : (1 - r)⁻¹ * (1 - r) = 1 := inv_mul_cancel₀ hne
    linear_combination (-2 * U * r) * hi
  rw [e2]
  exact tendsto_mul_curvature ((summable_geometric_of_abs_lt_one hr).mul_left U)

end

end DelocalizedOrbitalCurvature
```

```lean
#print axioms DelocalizedOrbitalCurvature.curvature_leading_order
-- 'DelocalizedOrbitalCurvature.curvature_leading_order' depends on axioms: [propext, Classical.choice, Quot.sound]
#print axioms DelocalizedOrbitalCurvature.curvature_le_div_iff_summable
-- 'DelocalizedOrbitalCurvature.curvature_le_div_iff_summable' depends on axioms: [propext, Classical.choice, Quot.sound]
#print axioms DelocalizedOrbitalCurvature.coulomb_no_inverse_length_bound
-- 'DelocalizedOrbitalCurvature.coulomb_no_inverse_length_bound' depends on axioms: [propext, Classical.choice, Quot.sound]
#print axioms DelocalizedOrbitalCurvature.screened_limit
-- 'DelocalizedOrbitalCurvature.screened_limit' depends on axioms: [propext, Classical.choice, Quot.sound]
```

## How the proof follows the derivation

`orbitalEnergy_eq` takes the common factor $(f/L)^2$ out of the double sum and leaves the rest to `ring`. `orbitalEnergy_derivatives` first finds the derivative at every point `g`. This identifies the whole function `deriv (orbitalEnergy ε K L)`, which can then be differentiated again.

`pairSum_eq` is the growth of the chain, by induction on `L`. The rewriting with `Finset.sum_range_succ` splits off the last row and the last column of the double sum. The statement `col` treats the column: `Finset.sum_range_reflect` reverses the order of summation, so that the distances $L,\dots,1$ become $1,\dots,L$, and `omega` checks the distance for each site. The statement `row` follows from `col` by the symmetry of the distance, and `diag` is the on-site term. `linear_combination` adds these equations to the induction hypothesis.

`mul_curvature` divides by the chain length, and `tendsto_mul_curvature` takes the limit. `curvature_leading_order` divides that limit by $\kappa$ and rearranges the fraction.

In `curvature_le_div_iff_summable`, `hmono` says that the later shell sums are at least $s_m$, and `hnon` that all are nonnegative. `Finset.sum_range_add` cuts the sum of the first $2M$ shell sums into two halves. `Finset.card_nsmul_le_sum` bounds the second half from below by $M s_m$, and `summable_of_sum_range_le` turns the bounded partial sums into summability. The reverse direction uses the fact that a convergent sequence has a bounded range.

The Coulomb theorem applies this equivalence and reduces to the divergence of the harmonic series. The screened theorem evaluates the geometric series and applies the main limit.

## The Cesàro lemma

The limit turns on the Mathlib lemma `Filter.Tendsto.cesaro`, called as `h.cesaro`. It takes a proof that a real sequence $u_m$ tends to $\ell$ and returns a proof that

$$n^{-1}\sum_{m=0}^{n-1}u_m \to \ell .$$

It replaces the argument with $\eta$ and $N$ above. The right-hand side of `mul_curvature` is written as `(L : ℝ)⁻¹ * ∑ m ∈ range L, shellSum K m`, with an inverse and a product instead of a quotient, so that it has the form of the lemma's conclusion. After rewriting with `mul_curvature`, the goal and `h.cesaro` agree, and one `simpa only` finishes the proof.

The lemma works in one direction only: the means of a sequence can converge when the sequence does not. This is why the step from a bound on the curvature back to summability needs its own argument, in which the nonnegative kernel makes the shell sums monotone.
